# The acoustic sum rule on a fine enough grid, for rigid band-limited atoms and a whole-number power of the density

The acoustic sum rule concerns atoms, while a grid energy is a functional of a density, so the density is modelled here as a sum of rigid atomic densities that move with their atoms over a fixed grid. The cell is one-dimensional, periodic and of length 2π, and each atom moves together with its periodic images. The energy is the grid average of n^p, where n is the density and p is a natural number. If the atomic densities contain no wave numbers above K and the grid has more than pK points, the force constants of each atom with all atoms, itself included, sum to zero. This is the acoustic sum rule.

In plane-wave calculations, evaluating a local energy such as exchange and correlation on a real-space grid can break translation invariance; this model isolates that effect for rigid densities, without electronic relaxation. Fractional powers, such as the 4/3 of local exchange, are not covered.

## Waves, densities and the grid

In Lean 4 with Mathlib:

```lean
import Mathlib

open Finset

namespace GridAcousticSumRule

noncomputable section
```

I denotes the imaginary unit, since i will label atoms. `wave k` is exp(Ikx) with integer k.

```lean
/-- The plane wave `exp(ikx)` on a periodic cell of length `2π`. -/
def wave (k : ℤ) (x : ℝ) : ℂ := Complex.exp (k * x * Complex.I)
```

`bandLimited K`, written B_K below, contains the finite complex combinations of waves with |k| ≤ K.

```lean
/-- The complex functions spanned by the plane waves with `|k| ≤ K`. -/
def bandLimited (K : ℕ) : Submodule ℂ (ℝ → ℂ) :=
  Submodule.span ℂ (wave '' {k : ℤ | |k| ≤ (K : ℤ)})
```

A real density is given by arbitrary real coefficients a_k and b_k, with no positivity or normalisation imposed.

```lean
/-- The real trigonometric polynomial of degree at most `K` with cosine coefficients `a`
and sine coefficients `b`. -/
def trigPoly (K : ℕ) (a b : ℕ → ℝ) (x : ℝ) : ℝ :=
  ∑ k ∈ range (K + 1), (a k * Real.cos (k * x) + b k * Real.sin (k * x))
```

For N grid points and a grid shift u, `gridEnergy` is

A(u) = (1/N) ∑_{j<N} n(2πj/N + u)^p.

```lean
/-- The average of `n ^ p` over the `N` grid points `2πj/N + u`, for `N > 0`. -/
def gridEnergy (N p : ℕ) (n : ℝ → ℝ) (u : ℝ) : ℝ :=
  (∑ j ∈ range N, n (2 * Real.pi * j / N + u) ^ p) / N
```

## (a) A plane wave summed over the grid

Let N > 0, and let k be an integer that is not a multiple of N. Show that

∑_{j<N} exp(Ik(2πj/N + u)) = 0.

**Solution.** Put z = exp(2πIk/N). The j-th term is exp(Iku) z^j, and z^N = 1, so

(z − 1) ∑_{j<N} z^j = z^N − 1 = 0.

Since N does not divide k, z ≠ 1, and the sum vanishes. In the code, `hterm` extracts the powers of z and `hgeom` is the displayed identity.

```lean
/-- A plane wave sums to zero over a shifted grid of `N > 0` points if its wave number is not
a multiple of `N`. -/
theorem sum_wave_eq_zero {N : ℕ} (hN : 0 < N) {k : ℤ} (hk : ¬ (N : ℤ) ∣ k) (u : ℝ) :
    ∑ j ∈ range N, wave k (2 * Real.pi * j / N + u) = 0 := by
  have hN' : (N : ℂ) ≠ 0 := by exact_mod_cast hN.ne'
  set z : ℂ := Complex.exp (k * (2 * Real.pi * Complex.I) / N) with hz
  have hpow : z ^ N = 1 := by
    rw [hz, ← Complex.exp_nat_mul, mul_div_cancel₀ _ hN']
    exact Complex.exp_int_mul_two_pi_mul_I k
  have hne : z ≠ 1 := by
    intro h
    obtain ⟨m, hm⟩ := Complex.exp_eq_one_iff.1 h
    rw [div_eq_iff hN'] at hm
    have h2 : (k : ℂ) = N * m := by
      apply mul_right_cancel₀ Complex.two_pi_I_ne_zero
      linear_combination hm
    exact hk ⟨m, by exact_mod_cast h2⟩
  -- the phases on the grid form a geometric progression
  have hterm : ∀ j ∈ range N, wave k (2 * Real.pi * j / N + u) = wave k u * z ^ j := by
    intro j _
    rw [hz, ← Complex.exp_nat_mul, wave, wave, ← Complex.exp_add]
    congr 1
    push_cast
    ring
  have hgeom : (∑ j ∈ range N, z ^ j) * (z - 1) = 0 := by
    rw [geom_sum_mul, hpow, sub_self]
  rw [sum_congr rfl hterm, ← mul_sum,
    (mul_eq_zero.1 hgeom).resolve_right (sub_ne_zero.2 hne), mul_zero]
```

## (b) The band limit of a product

Show that

f ∈ B_K and g ∈ B_L imply fg ∈ B_{K+L}.

**Solution.** Expand both factors in waves. Each product of waves is

exp(Ikx) exp(Ilx) = exp(I(k+l)x), with |k+l| ≤ |k| + |l| ≤ K + L.

The expansion step is `Submodule.span_mul_span`: a product of spans is spanned by the products.

```lean
/-- Band limits add when two functions are multiplied. -/
theorem bandLimited_mul {K L : ℕ} {f g : ℝ → ℂ} (hf : f ∈ bandLimited K)
    (hg : g ∈ bandLimited L) : f * g ∈ bandLimited (K + L) := by
  have h := Submodule.mul_mem_mul hf hg
  unfold bandLimited at h
  rw [Submodule.span_mul_span] at h
  refine Submodule.span_mono ?_ h
  rintro _ ⟨_, ⟨k, hk, rfl⟩, _, ⟨l, hl, rfl⟩, rfl⟩
  refine ⟨k + l, ?_, ?_⟩
  · simp only [Set.mem_ofPred_eq] at hk hl ⊢
    push_cast
    exact (abs_add_le k l).trans (add_le_add hk hl)
  · funext x
    show wave (k + l) x = wave k x * wave l x
    rw [wave, wave, wave, ← Complex.exp_add]
    congr 1
    push_cast
    ring
```

## (c) The band limit of a power

Show that

f ∈ B_K implies f^p ∈ B_{pK}.

**Solution.** Use induction on p. For p = 0 the power is the constant 1, the wave with k = 0. The step from p to p + 1 multiplies by f, and (b) raises the band limit from pK to pK + K.

```lean
/-- The `p`-th power of a function with band limit `K` has band limit `pK`. -/
theorem bandLimited_pow {K : ℕ} {f : ℝ → ℂ} (hf : f ∈ bandLimited K) (p : ℕ) :
    f ^ p ∈ bandLimited (p * K) := by
  induction p with
  | zero =>
    refine Submodule.subset_span ⟨0, by simp, ?_⟩
    funext x
    simp [wave]
  | succ p ih =>
    rw [pow_succ, Nat.succ_mul]
    exact bandLimited_mul ih hf
```

## (d) Independence of the grid shift

Let n be real with band limit K, and let N > pK. Show that, for all u and v,

A(u) = A(v).

**Solution.** By (c), n^p = ∑ c_k exp(Ikx) with |k| ≤ pK. If k ≠ 0, then 0 < |k| < N, so N does not divide k and the wave sums to zero by (a). Only the constant term remains, and A(u) = c_0 for every u.

The code proves the equality of the two grid sums for each wave and extends it by linearity, using `Submodule.span_induction`.

```lean
/-- If a real density has band limit `K` and the grid has `N > pK` points, the grid energy is
the same for any two shifts of the grid. -/
theorem gridEnergy_eq_of_bandLimited {N p K : ℕ} (hN : p * K < N) {n : ℝ → ℝ}
    (hn : (fun x => (n x : ℂ)) ∈ bandLimited K) (u v : ℝ) :
    gridEnergy N p n u = gridEnergy N p n v := by
  have key : ∀ f ∈ bandLimited (p * K),
      ∑ j ∈ range N, f (2 * Real.pi * j / N + u) =
        ∑ j ∈ range N, f (2 * Real.pi * j / N + v) := by
    intro f hf
    unfold bandLimited at hf
    induction hf using Submodule.span_induction with
    | mem f hf =>
      obtain ⟨k, hk, rfl⟩ := hf
      by_cases h0 : k = 0
      · simp [h0, wave]
      · -- a nonzero wave number of magnitude below `N` is not aliased to zero
        have hd : ¬ (N : ℤ) ∣ k := by
          intro h
          have h1 := Int.le_of_dvd (abs_pos.2 h0) ((dvd_abs _ _).2 h)
          have h2 : |k| ≤ ((p * K : ℕ) : ℤ) := hk
          have h3 : ((p * K : ℕ) : ℤ) < N := by exact_mod_cast hN
          linarith
        have hpos : 0 < N := by omega
        rw [sum_wave_eq_zero hpos hd, sum_wave_eq_zero hpos hd]
    | zero => simp
    | add f g _ _ hf hg => simp only [Pi.add_apply, sum_add_distrib, hf, hg]
    | smul c f _ hf => simp only [Pi.smul_apply, ← smul_sum, hf]
  have h := key _ (bandLimited_pow hn p)
  simp only [Pi.pow_apply] at h
  unfold gridEnergy
  congr 1
  exact_mod_cast h
```

## (e) Displaced trigonometric polynomials

Let T be a real trigonometric polynomial of degree at most K, and let s be a displacement. Show that

T(x − s), as a function of x, lies in B_K.

**Solution.** With θ = k(x − s),

a_k cos θ + b_k sin θ = ½(a_k − I b_k) exp(Iθ) + ½(a_k + I b_k) exp(−Iθ).

The displacement only multiplies the coefficients of exp(±Ikx) by the phases exp(∓Iks). The code writes out this expansion as `h` and then checks that every wave in it is allowed. With s = 0, part (d) applies to every such T.

```lean
/-- A trigonometric polynomial of degree at most `K`, displaced by `s`, has band limit `K`. -/
theorem trigPoly_mem (K : ℕ) (a b : ℕ → ℝ) (s : ℝ) :
    (fun x => (trigPoly K a b (x - s) : ℂ)) ∈ bandLimited K := by
  have h : (fun x => (trigPoly K a b (x - s) : ℂ)) = ∑ k ∈ range (K + 1),
      (((a k - b k * Complex.I) / 2 * wave k (-s)) • wave k +
        ((a k + b k * Complex.I) / 2 * wave (-k) (-s)) • wave (-k)) := by
    funext x
    rw [Finset.sum_apply, trigPoly, Complex.ofReal_sum]
    refine sum_congr rfl fun k _ => ?_
    have e : ∀ m : ℤ, wave m (-s) * wave m x = Complex.exp (m * (x - s) * Complex.I) := by
      intro m
      rw [wave, wave, ← Complex.exp_add]
      congr 1
      push_cast
      ring
    have e1 := e k
    have e2 := e (-k)
    simp only [Pi.add_apply, Pi.smul_apply, smul_eq_mul]
    push_cast at e1 e2 ⊢
    rw [Complex.cos, Complex.sin]
    simp only [neg_mul] at e1 e2 ⊢
    linear_combination (-(a k - b k * Complex.I) / 2) * e1 -
      ((a k + b k * Complex.I) / 2) * e2
  rw [h]
  refine Submodule.sum_mem _ fun k hk => ?_
  have hk' : (k : ℤ) ≤ K := by
    have := mem_range.1 hk
    omega
  exact Submodule.add_mem _
    (Submodule.smul_mem _ _ (Submodule.subset_span ⟨k, by simpa using hk', rfl⟩))
    (Submodule.smul_mem _ _ (Submodule.subset_span ⟨-k, by simpa using hk', rfl⟩))
```

## (f) A grid with one point too few

Take p = 2, K > 0, N = 2K and n(x) = cos(Kx). Show that

A(u) = cos²(Ku).

**Solution.** At the j-th grid point the argument is K(2πj/(2K) + u) = Ku + πj. The cosine changes at most its sign, so every squared term equals cos²(Ku), and so does the average. It is 1 at u = 0 and 0 at u = π/(2K), so N > pK in (d) cannot be weakened to N ≥ pK. `Pi.single K 1` sets the K-th cosine coefficient to 1 and the others to 0.

```lean
/-- For `p = 2` and `N = 2K` with `K > 0`, the density `cos(Kx)` has the grid energy
`cos²(Ku)`. -/
theorem gridEnergy_critical {K : ℕ} (hK : 0 < K) (u : ℝ) :
    gridEnergy (2 * K) 2 (trigPoly K (Pi.single K 1) 0) u = Real.cos (K * u) ^ 2 := by
  have hK' : (K : ℝ) ≠ 0 := by exact_mod_cast hK.ne'
  have hc : ∀ x, trigPoly K (Pi.single K 1) 0 x = Real.cos (K * x) := by
    intro x
    simp [trigPoly, Pi.single_apply]
  have ht : ∀ j ∈ range (2 * K), trigPoly K (Pi.single K 1) 0
      (2 * Real.pi * j / (2 * K : ℕ) + u) ^ 2 = Real.cos (K * u) ^ 2 := by
    intro j _
    have e : (K : ℝ) * (2 * Real.pi * j / (2 * K : ℕ) + u) = K * u + j * Real.pi := by
      push_cast
      field_simp
      ring
    rw [hc, e, Real.cos_add_nat_mul_pi, mul_pow, ← pow_mul, mul_comm j 2, pow_mul,
      neg_one_sq, one_pow, one_mul]
  rw [gridEnergy, sum_congr rfl ht, sum_const, card_range, nsmul_eq_mul]
  have h2 : ((2 * K : ℕ) : ℝ) ≠ 0 := by exact_mod_cast (by omega : 2 * K ≠ 0)
  exact mul_div_cancel_left₀ _ h2
```

## (g) Moving all atoms together

Let `ι` be a finite set of atoms, with positions R_i and densities T_i of degree at most K. Their energy E(R) is the grid energy of n(x) = ∑_i T_i(x − R_i) at zero shift.

```lean
variable {ι : Type*} [Fintype ι]

/-- The grid energy, for `N > 0`, of atoms at positions `R i` that carry rigid densities of
degree at most `K`. -/
def crystalEnergy (N p K : ℕ) (a b : ι → ℕ → ℝ) (R : ι → ℝ) : ℝ :=
  gridEnergy N p (fun x => ∑ i, trigPoly K (a i) (b i) (x - R i)) 0
```

For N > pK, show that a common displacement t leaves the energy unchanged:

E(R_i + t for all i) = E(R).

**Solution.** The displaced density is n(x − t). Sampling it on the original grid is the same as sampling n on the grid shifted by −t. By (e), n lies in B_K, so (d) gives the equality.

```lean
/-- On a grid with `N > pK` points the energy is unchanged when all atoms move by `t`. -/
theorem crystalEnergy_translate {N p K : ℕ} (hN : p * K < N) (a b : ι → ℕ → ℝ)
    (R : ι → ℝ) (t : ℝ) :
    crystalEnergy N p K a b (fun i => R i + t) = crystalEnergy N p K a b R := by
  have hn : (fun x => ((∑ i, trigPoly K (a i) (b i) (x - R i) : ℝ) : ℂ)) ∈
      bandLimited K := by
    have h := Submodule.sum_mem (bandLimited K)
      (fun i (_ : i ∈ (univ : Finset ι)) => trigPoly_mem K (a i) (b i) (R i))
    convert h using 1
    funext x
    simp [Finset.sum_apply]
  -- moving the atoms by `t` amounts to moving the grid by `-t`
  have h := gridEnergy_eq_of_bandLimited hN hn (-t) 0
  unfold crystalEnergy
  rw [← h]
  unfold gridEnergy
  congr 1
  refine sum_congr rfl fun j _ => ?_
  congr 1
  refine sum_congr rfl fun i _ => ?_
  congr 1
  ring
```

## (h) Smoothness of the energy

Show that, for any grid,

E is twice continuously differentiable in R.

**Solution.** E is built by finite sums and powers from cosines and sines of k(x − R_i), with x a fixed grid point. The code follows the same construction.

```lean
/-- The grid energy is twice continuously differentiable in the atomic positions. -/
theorem crystalEnergy_contDiff (N p K : ℕ) (a b : ι → ℕ → ℝ) :
    ContDiff ℝ 2 (crystalEnergy N p K a b) := by
  unfold crystalEnergy gridEnergy trigPoly
  refine ContDiff.div_const (ContDiff.sum fun j _ => ContDiff.pow
    (ContDiff.sum fun i _ => ContDiff.sum fun k _ => ?_) p) _
  have h : ContDiff ℝ 2 (fun R : ι → ℝ =>
      (k : ℝ) * (2 * Real.pi * j / N + 0 - R i)) :=
    contDiff_const.mul (contDiff_const.sub (contDiff_apply ℝ ℝ i))
  exact (contDiff_const.mul h.cos).add (contDiff_const.mul h.sin)
```

## (i) Partial derivatives under a common translation

The force constant is Φ_ij = ∂/∂R_j (∂E/∂R_i), where i and j both label atoms. In `forceConstant`, `Pi.single i 1` is a unit displacement of atom i.

```lean
variable [DecidableEq ι]

/-- The force constant of atoms `i` and `j`: the second partial derivative of the energy `E`
at the positions `R`, for twice differentiable `E`. -/
def forceConstant (E : (ι → ℝ) → ℝ) (R : ι → ℝ) (i j : ι) : ℝ :=
  fderiv ℝ (fun S => fderiv ℝ E S (Pi.single i 1)) R (Pi.single j 1)
```

Let G be differentiable at R and unchanged when all atoms move from R by any common t. Show that

∑_i ∂G/∂R_i = 0.

**Solution.** The function t ↦ G(R + t(1,…,1)) is constant. By the chain rule its derivative at t = 0 is the required sum. In the code, `hs` states that the unit displacements sum to (1,…,1), and uniqueness of the derivative finishes the proof. For G = E, with (g) and (h), this says that the net force vanishes.

```lean
/-- If a differentiable function of the atomic positions is unchanged when all atoms move
together, its partial derivatives sum to zero. -/
theorem sum_partial_eq_zero {G : (ι → ℝ) → ℝ} {R : ι → ℝ} (hG : DifferentiableAt ℝ G R)
    (h : ∀ t : ℝ, G (fun i => R i + t) = G R) :
    ∑ i, fderiv ℝ G R (Pi.single i 1) = 0 := by
  have hs : ∑ i, Pi.single i (1 : ℝ) = (fun _ => 1 : ι → ℝ) :=
    Finset.univ_sum_single (fun _ : ι => (1 : ℝ))
  rw [← map_sum, hs]
  have h1 : HasDerivAt (fun t : ℝ => G (R + t • (fun _ => 1 : ι → ℝ)))
      (fderiv ℝ G R (fun _ => 1)) 0 := hG.hasFDerivAt.hasLineDerivAt _
  have h2 : (fun t : ℝ => G (R + t • (fun _ => 1 : ι → ℝ))) = fun _ => G R := by
    funext t
    have e : R + t • (fun _ => 1 : ι → ℝ) = fun i => R i + t := by
      ext i
      simp
    rw [e, h t]
  rw [h2] at h1
  exact h1.unique (hasDerivAt_const _ _)
```

## (j) The rows of the force-constant matrix

For N > pK, any positions R and any atom i, show that

∑_j Φ_ij = 0.

**Solution.** Differentiating the identity in (g) with respect to R_i shows that ∂E/∂R_i is itself unchanged by a common translation. It is differentiable by (h), so (i) applies with G = ∂E/∂R_i. The code obtains the invariance of the gradient from `fderiv_comp_add_right`.

```lean
/-- Acoustic sum rule on the grid: with `N > pK` points, the force constants of each atom `i`
with all atoms sum to zero. -/
theorem acoustic_sum_rule {N p K : ℕ} (hN : p * K < N) (a b : ι → ℕ → ℝ)
    (R : ι → ℝ) (i : ι) :
    ∑ j, forceConstant (crystalEnergy N p K a b) R i j = 0 := by
  have hd : ContDiff ℝ 1 (fderiv ℝ (crystalEnergy N p K a b)) :=
    (crystalEnergy_contDiff N p K a b).fderiv_right (by norm_num)
  have hG : Differentiable ℝ
      (fun S => fderiv ℝ (crystalEnergy N p K a b) S (Pi.single i 1)) :=
    (hd.clm_apply contDiff_const).differentiable (by norm_num)
  refine sum_partial_eq_zero (hG R) fun t => ?_
  -- the gradient inherits the translation invariance of the energy
  have h1 : (fun S : ι → ℝ => crystalEnergy N p K a b (S + fun _ => t)) =
      crystalEnergy N p K a b := funext fun S => crystalEnergy_translate hN a b S t
  have h2 := fderiv_comp_add_right (𝕜 := ℝ) (f := crystalEnergy N p K a b)
    (x := R) (fun _ => t)
  rw [h1] at h2
  exact (congrArg (fun L => L (Pi.single i 1)) h2).symm

end

end GridAcousticSumRule
```

The case in (f) shows what goes wrong on too coarse a grid. A single atom with density cos(K(x − R)) has energy cos²(KR), and its only force constant is −2K² cos(2KR). At R = 0 this is −2K² instead of zero: an atom that should move freely is pushed further away once it is slightly displaced from R = 0, while near R = π/(2K) it is pulled back. This density takes negative values, but adding the constant 1 makes it nonnegative and only adds 1 to the energy on this grid, so the force constant is the same.

```lean
#print axioms GridAcousticSumRule.gridEnergy_critical
#print axioms GridAcousticSumRule.acoustic_sum_rule
```

```
'GridAcousticSumRule.gridEnergy_critical' depends on axioms: [propext, Classical.choice, Quot.sound]
'GridAcousticSumRule.acoustic_sum_rule' depends on axioms: [propext, Classical.choice, Quot.sound]
```
